# The pair-exchange matrix P satisfies P² = 1 and P(A ⊗ B) = (B ⊗ A)P

For a finite set of orbitals, the matrix P acts on ordered orbital pairs by exchanging the two members of each pair. The theorem `swap_relations` states that P squared is the identity and that P(A ⊗ B) = (B ⊗ A)P for any two complex matrices A and B indexed by the orbitals, where ⊗ is the Kronecker product. The attempt first proves two formulas for matrix entries: multiplying by P on the left exchanges the members of the row pair, and multiplying on the right exchanges those of the column pair. Both claims are then checked entry by entry.

In Lean, a first try:

```lean
import Mathlib

open Matrix
open scoped Kronecker

namespace FixedAmplitudeF12

noncomputable section

variable {n : Type*} [Fintype n] [DecidableEq n]

/-- The swap matrix `P` on ordered orbital pairs: it exchanges the two members of a pair. -/
def swap : Matrix (n × n) (n × n) ℂ :=
  Matrix.of fun x y => if y.swap = x then 1 else 0

/-- Exchanging the members of a pair twice restores the pair, and `P` carries `A ⊗ B`
into `B ⊗ A`. -/
theorem swap_relations (A B : Matrix n n ℂ) :
    (swap * swap : Matrix (n × n) (n × n) ℂ) = 1 ∧
      swap * (A ⊗ₖ B) = (B ⊗ₖ A) * swap := by
  have left (M : Matrix (n × n) (n × n) ℂ) (x y : n × n) :
      (swap * M) x y = M x.swap y := by
    have hz : ∀ z : n × n, (z.swap = x) ↔ (x.swap = z) := fun z =>
      ⟨fun h => by rw [← h, Prod.swap_swap], fun h => by rw [← h, Prod.swap_swap]⟩
    simp only [Matrix.mul_apply, swap, Matrix.of_apply, hz, ite_mul, one_mul, zero_mul,
      Finset.sum_ite_eq, Finset.mem_univ, if_true]
  have right (M : Matrix (n × n) (n × n) ℂ) (x y : n × n) :
      (M * swap) x y = M x y.swap := by
    simp only [Matrix.mul_apply, swap, Matrix.of_apply, mul_ite, mul_one, mul_zero,
      Finset.sum_ite_eq, Finset.mem_univ, if_true]
  constructor
  · ext x y
    rw [left]
    by_cases h : x = y
    · subst h
      rw [Matrix.one_apply_eq]
      exact if_pos rfl
    · rw [Matrix.one_apply_ne h]
      exact if_neg fun e => h (Prod.swap_injective e).symm
  · ext ⟨i, j⟩ ⟨k, l⟩
    rw [left, right]
    exact mul_comm _ _

end

end FixedAmplitudeF12
```

Lean reports:

```
Main.lean:22:6: error: Function expected at
  swap * M
but this term has type
  ?m.73

Note: Expected a function because this term is being applied to the argument
  x
Main.lean:28:6: error: Function expected at
  M * swap
but this term has type
  ?m.120

Note: Expected a function because this term is being applied to the argument
  x
```

Both messages say that a product, `swap * M` or `M * swap`, is applied to the index `x` while its type is still unknown, so Lean cannot treat it as a function.

The orbital type `n` is an implicit argument of `swap`, and nothing in these products fixes it in time. The type of `M` does not do so, because `*` may join matrices of different shapes. With the index type of `swap` open, Lean cannot yet choose the multiplication instance, and it is this instance that gives the type of the product. The theorem's own statement draws no such error, since its products are not applied to indices.

Writing `swap (n := n)` names the orbital type outright. The instance is then found, the product is a matrix over `n × n`, and a matrix can be applied to its row and column indices. The two changes are the same cure, one for each helper formula, and the proofs themselves stay as they were.

The mended proof, as a diff:

```diff
@@ -20,5 +20,5 @@
       swap * (A ⊗ₖ B) = (B ⊗ₖ A) * swap := by
   have left (M : Matrix (n × n) (n × n) ℂ) (x y : n × n) :
-      (swap * M) x y = M x.swap y := by
+      (swap (n := n) * M) x y = M x.swap y := by
     have hz : ∀ z : n × n, (z.swap = x) ↔ (x.swap = z) := fun z =>
       ⟨fun h => by rw [← h, Prod.swap_swap], fun h => by rw [← h, Prod.swap_swap]⟩
@@ -26,5 +26,5 @@
       Finset.sum_ite_eq, Finset.mem_univ, if_true]
   have right (M : Matrix (n × n) (n × n) ℂ) (x y : n × n) :
-      (M * swap) x y = M x y.swap := by
+      (M * swap (n := n)) x y = M x y.swap := by
     simp only [Matrix.mul_apply, swap, Matrix.of_apply, mul_ite, mul_one, mul_zero,
       Finset.sum_ite_eq, Finset.mem_univ, if_true]
```
